# New energy levels of a finite diagonal Hamiltonian with a rank-one impurity solve one scalar equation

Take two levels at energies $-1$ and $1$, and add the same number $t\neq 0$ to all four entries of the Hamiltonian:

$$H=\begin{pmatrix}-1+t & t\\ t & 1+t\end{pmatrix}.$$

For a vector $x=(x_1,x_2)$, the added part sees only the sum $s=x_1+x_2$. The equation $Hx=Ex$ therefore reads

$$(E+1)\,x_1=t s,\qquad (E-1)\,x_2=t s .$$

If $E\neq\pm1$, both amplitudes follow from the single number $s$. Adding them gives $s$ again, so that

$$s=t\left(\frac1{E+1}+\frac1{E-1}\right)s .$$

A non-zero $x$ needs $s\neq0$. Cancelling $s$ leaves $E^2-2tE-1=0$, with roots $E=t\pm\sqrt{1+t^2}$. For $t=3/4$ the levels are $2$ and $-1/2$, with normalised eigenvectors $(1,3)/\sqrt{10}$ and $(3,-1)/\sqrt{10}$.

The same elimination works for any finite number of levels and any complex coupling vector, as long as $E$ avoids the unperturbed levels. The levels are labelled by a finite type `n`.

```lean
import Mathlib

open Matrix

namespace RankOneImpurity

noncomputable section

variable {n : Type*} [Fintype n] [DecidableEq n]
```

## A level scheme with one coupled orbital

Let $d_k$ be real unperturbed energies, $t$ a real strength and $v$ a vector with complex entries $v_k$. The Hamiltonian is

$$H=\mathrm{diag}(d)+t\,v v^*,\qquad H_{ij}=d_i\,\delta_{ij}+t\,v_i\overline{v_j}.$$

The second term is a potential that acts on one orbital only, the one with amplitudes $v_k$ in the unperturbed eigenbasis. A shift of the energy of a single site in a tight-binding model has this form. In Lean, `Matrix.vecMulVec v (star v)` is the matrix with entries $v_i\overline{v_j}$. The vector $v$ need not be normalised.

```lean
/-- The Hamiltonian `diag(d) + t v v*`: unperturbed levels `d k` and an impurity of
strength `t` that couples through the vector `v`. -/
def hamiltonian (d : n → ℝ) (t : ℝ) (v : n → ℂ) : Matrix n n ℂ :=
  Matrix.diagonal (fun k => (d k : ℂ)) + (t : ℂ) • Matrix.vecMulVec v (star v)
```

The sum in the two-level example becomes the unperturbed Green function between $v$ and $v$,

$$G(E)=\sum_k\frac{|v_k|^2}{E-d_k}.$$

It is defined as a real number, since the energy is real and carries no imaginary part.

```lean
/-- The unperturbed Green function at energy `E`, taken between `v` and `v`. -/
def green (d : n → ℝ) (v : n → ℂ) (E : ℝ) : ℝ :=
  ∑ k, ‖v k‖ ^ 2 / (E - d k)
```

The candidate eigenvector $w$ has amplitudes $w_k=v_k/(E-d_k)$. It is left unnormalised; the normalised state is $w/\|w\|$, with $\|w\|^2=\sum_k|v_k|^2/(E-d_k)^2$.

```lean
/-- The unnormalised impurity state, with amplitudes `v k / (E - d k)`. -/
def impurityState (d : n → ℝ) (v : n → ℂ) (E : ℝ) : n → ℂ :=
  fun k => v k / ((E - d k : ℝ) : ℂ)
```

A real number $E$ is called a level if $Hx=Ex$ has a non-zero solution $x$. The symbol `*ᵥ` is the product of a matrix and a vector.

```lean
/-- `E` is an energy level of the full Hamiltonian: it has a non-zero eigenvector. -/
def IsLevel (d : n → ℝ) (t : ℝ) (v : n → ℂ) (E : ℝ) : Prop :=
  ∃ x : n → ℂ, x ≠ 0 ∧ hamiltonian d t v *ᵥ x = (E : ℂ) • x
```

Restricting $E$ to real values loses no eigenvalue, because $H$ is Hermitian and Hermitian matrices have real eigenvalues. Indeed

$$\overline{H_{ji}}=d_i\,\delta_{ij}+t\,\overline{v_j}\,v_i=H_{ij},$$

where the reality of $d$ and $t$ is used. The proof compares entries, first on the diagonal and then off it.

```lean
omit [Fintype n] in
/-- The Hamiltonian with the impurity is Hermitian. -/
theorem hamiltonian_isHermitian (d : n → ℝ) (t : ℝ) (v : n → ℂ) :
    (hamiltonian d t v).IsHermitian := by
  refine Matrix.IsHermitian.ext fun i j => ?_
  rcases eq_or_ne i j with h | h
  · subst h
    simp [hamiltonian, Matrix.vecMulVec_apply, mul_comm]
  · simp [hamiltonian, Matrix.vecMulVec_apply, Matrix.diagonal_apply_ne _ h,
      Matrix.diagonal_apply_ne _ h.symm, mul_comm]
```

## Eliminating the amplitudes

Write $\langle v,x\rangle=\sum_j\overline{v_j}\,x_j$ for the overlap, which is `star v ⬝ᵥ x` in Lean. Then

$$(Hx)_k=d_kx_k+t\sum_j v_k\overline{v_j}\,x_j=d_kx_k+t\,\langle v,x\rangle\,v_k .$$

The proof treats the diagonal part with `Matrix.mulVec_diagonal`, writes the impurity part as a sum, and matches it term by term.

```lean
/-- The Hamiltonian multiplies each amplitude by its unperturbed level and adds `v`,
weighted by `t` and by the overlap of `v` with the state. -/
theorem hamiltonian_mulVec (d : n → ℝ) (t : ℝ) (v x : n → ℂ) (k : n) :
    (hamiltonian d t v *ᵥ x) k = d k * x k + t * (star v ⬝ᵥ x) * v k := by
  unfold hamiltonian
  rw [Matrix.add_mulVec, Pi.add_apply, Matrix.mulVec_diagonal]
  congr 1
  simp only [Matrix.mulVec, dotProduct, Matrix.smul_apply, Matrix.vecMulVec_apply,
    smul_eq_mul, Finset.mul_sum, Finset.sum_mul]
  exact Finset.sum_congr rfl fun i _ => by ring
```

The overlap of $v$ with the candidate $w$ is the Green function:

$$\langle v,w\rangle=\sum_k\frac{\overline{v_k}\,v_k}{E-d_k}=G(E).$$

The left side is a complex number, so the lemma equates it with the real $G(E)$ regarded as complex. The one fact it needs is $\overline{v_k}\,v_k=|v_k|^2$, supplied by `Complex.conj_mul'`.

```lean
omit [DecidableEq n] in
/-- The overlap of `v` with the impurity state is the Green function. -/
theorem overlap_impurityState (d : n → ℝ) (v : n → ℂ) (E : ℝ) :
    star v ⬝ᵥ impurityState d v E = (green d v E : ℂ) := by
  simp only [dotProduct, impurityState, green, Complex.ofReal_sum]
  refine Finset.sum_congr rfl fun k _ => ?_
  have h : star (v k) * v k = (‖v k‖ : ℂ) ^ 2 := Complex.conj_mul' (v k)
  rw [Pi.star_apply, ← mul_div_assoc, h, Complex.ofReal_div, Complex.ofReal_pow]
```

Now suppose that $Hx=Ex$ and that $E\neq d_k$ for every $k$. Component $k$ of the equation gives

$$(E-d_k)\,x_k=t\,\langle v,x\rangle\,v_k,\qquad\text{hence}\qquad x=t\,\langle v,x\rangle\,w .$$

The hypothesis `hE` permits the division. In the proof, `eq_div_iff` clears the denominator, and `linear_combination` recognises what remains as the eigenvalue equation `hk` with its terms rearranged.

```lean
/-- Away from the unperturbed levels, a solution of the eigenvalue equation is the
impurity state times `t` times the overlap of `v` with the solution. -/
theorem eigenvector_eq {d : n → ℝ} {t : ℝ} {v x : n → ℂ} {E : ℝ}
    (hE : ∀ k, E ≠ d k) (hx : hamiltonian d t v *ᵥ x = (E : ℂ) • x) :
    x = ((t : ℂ) * (star v ⬝ᵥ x)) • impurityState d v E := by
  funext k
  have hk := congrFun hx k
  rw [hamiltonian_mulVec, Pi.smul_apply, smul_eq_mul] at hk
  have hne : ((E - d k : ℝ) : ℂ) ≠ 0 :=
    Complex.ofReal_ne_zero.2 (sub_ne_zero.2 (hE k))
  simp only [Pi.smul_apply, smul_eq_mul, impurityState]
  rw [← mul_div_assoc, eq_div_iff hne, Complex.ofReal_sub]
  linear_combination (-1 : ℂ) * hk
```

## The secular equation

For $E$ different from all $d_k$, the main theorem says that

$$E\text{ is a level}\iff t\,G(E)=1,$$

and that every solution of $Hx=Ex$ is a complex multiple of $w$. Such a level is therefore non-degenerate.

From left to right, let $x\neq0$ be an eigenvector. If $\langle v,x\rangle$ were zero, the relation $x=t\langle v,x\rangle w$ would make $x$ zero, so the overlap is non-zero. Taking the overlap of that relation with $v$ gives

$$\langle v,x\rangle=t\,\langle v,x\rangle\,G(E),$$

and cancelling $\langle v,x\rangle$ leaves $1=t\,G(E)$.

From right to left, let $t\,G(E)=1$. Since $(E-d_k)w_k=v_k$,

$$(Hw)_k=d_kw_k+t\,G(E)\,v_k=d_kw_k+v_k=E\,w_k .$$

The vector $w$ is non-zero, because its overlap with $v$ is $G(E)$, and $G(E)=0$ would contradict $t\,G(E)=1$.

The code follows this order. The facts `hs`, `h2` and `h3` are the non-zero overlap, the projection on $v$ and the cancelled equation. In the converse, `hw` is the relation $(E-d_k)w_k=v_k$. The calls to `exact_mod_cast` pass between the real secular equation and its complex form.

```lean
/-- An energy `E` different from all unperturbed levels is a level of the full Hamiltonian
exactly when `t` times the Green function at `E` is one, and every eigenvector at `E` is a
multiple of the impurity state. -/
theorem isLevel_iff_secular (d : n → ℝ) (t : ℝ) (v : n → ℂ) (E : ℝ)
    (hE : ∀ k, E ≠ d k) :
    (IsLevel d t v E ↔ t * green d v E = 1) ∧
      ∀ x : n → ℂ, hamiltonian d t v *ᵥ x = (E : ℂ) • x →
        ∃ c : ℂ, x = c • impurityState d v E := by
  refine ⟨⟨?_, ?_⟩, fun x hx => ⟨_, eigenvector_eq hE hx⟩⟩
  · rintro ⟨x, hx0, hx⟩
    have h1 := eigenvector_eq hE hx
    -- a non-zero eigenvector must overlap with the coupling vector
    have hs : star v ⬝ᵥ x ≠ 0 := by
      intro h0
      rw [h0, mul_zero, zero_smul] at h1
      exact hx0 h1
    -- project the eigenvector on `v` and cancel the overlap
    have h2 := congrArg (fun y => star v ⬝ᵥ y) h1
    simp only [dotProduct_smul, overlap_impurityState, smul_eq_mul] at h2
    have h3 : (t : ℂ) * (green d v E : ℂ) = 1 :=
      mul_left_cancel₀ hs (by linear_combination (-1 : ℂ) * h2)
    exact_mod_cast h3
  · intro h
    have hc : (t : ℂ) * (green d v E : ℂ) = 1 := by exact_mod_cast h
    refine ⟨impurityState d v E, ?_, ?_⟩
    · intro h0
      have h1 := overlap_impurityState d v E
      rw [h0, dotProduct_zero] at h1
      rw [← h1, mul_zero] at hc
      exact zero_ne_one hc
    · funext k
      have hne : ((E - d k : ℝ) : ℂ) ≠ 0 :=
        Complex.ofReal_ne_zero.2 (sub_ne_zero.2 (hE k))
      have hw : impurityState d v E k * ((E - d k : ℝ) : ℂ) = v k :=
        div_mul_cancel₀ _ hne
      rw [Complex.ofReal_sub] at hw
      rw [hamiltonian_mulVec, overlap_impurityState, hc, Pi.smul_apply, smul_eq_mul]
      linear_combination (-1 : ℂ) * hw
```

With a single level $d$ and $tv\neq0$, the secular equation is $t|v|^2/(E-d)=1$, so $E=d+t|v|^2$, which is simply the one entry of $H$.

As in Brillouin–Wigner perturbation theory, the unknown energy stands in the denominators. For a non-interacting particle on finitely many levels with an impurity of this rank-one form, the energies away from the unperturbed levels can thus be found from known $d_k$ and $v_k$ by a root search in one real variable, without diagonalising $H$.

The condition $E\neq d_k$ means that the energy is not in resonance with any unperturbed level. Without it the equivalence fails. Take $d=(0,0)$, $v=(1,1)$ and $E=0$. The vector $(1,-1)$ has no overlap with $v$, so it does not feel the impurity and stays at energy $0$ for every $t$. Lean's convention $1/0=0$ gives $G(0)=0$ here, so $t\,G(0)=1$ is false although $0$ is a level.

## The slope of the Green function

For $E$ different from all $d_k$, differentiating each term of $G$ gives

$$G'(E)=-\sum_k\frac{|v_k|^2}{(E-d_k)^2}=-\|w\|^2 .$$

The slope at a root therefore supplies the normalisation: the weight of the normalised eigenvector on level $k$ is $|w_k|^2/(-G'(E))$. In the two-level example at $E=2$, where $-G'(2)=10/9$, the weights are $1/10$ and $9/10$.

The proof applies the quotient rule to one term, identifies the result with $-|w_k|^2$, and adds the terms with `HasDerivAt.fun_sum`.

```lean
omit [DecidableEq n] in
/-- Away from the unperturbed levels, the energy derivative of the Green function is minus the
squared norm of the impurity state. -/
theorem hasDerivAt_green (d : n → ℝ) (v : n → ℂ) (E : ℝ) (hE : ∀ k, E ≠ d k) :
    HasDerivAt (green d v) (-∑ k, ‖impurityState d v E k‖ ^ 2) E := by
  have h : ∀ k ∈ (Finset.univ : Finset n),
      HasDerivAt (fun e : ℝ => ‖v k‖ ^ 2 / (e - d k))
        (-‖impurityState d v E k‖ ^ 2) E := by
    intro k _
    refine ((hasDerivAt_const E (‖v k‖ ^ 2)).fun_div
      ((hasDerivAt_id' E).sub_const (d k)) (sub_ne_zero.2 (hE k))).congr_deriv ?_
    unfold impurityState
    rw [norm_div, Complex.norm_real, Real.norm_eq_abs, div_pow, sq_abs]
    ring
  rw [← Finset.sum_neg_distrib]
  exact HasDerivAt.fun_sum h
```

## At most one level in each gap

Let $E$ and $E'$ be two levels such that no $d_k$ lies between them or coincides with either. The hypothesis `hgap` expresses this as $(E-d_k)(E'-d_k)>0$ for every $k$. It also covers two energies below the whole unperturbed spectrum, or two above it.

Both energies satisfy the secular equation, so $t\neq0$ and $G(E)=G(E')$. Subtracting the two Green functions term by term gives

$$0=G(E)-G(E')=(E'-E)\sum_k\frac{|v_k|^2}{(E-d_k)(E'-d_k)} .$$

Either $E=E'$ or the sum vanishes. All its terms are non-negative, so a vanishing sum forces every $v_k$ to be zero. Then $G(E)=0$, which contradicts $t\,G(E)=1$. Hence $E=E'$.

This argument compares finite differences and does not use the derivative. In the code, `hdiff` is the displayed difference, and `Finset.sum_eq_zero_iff_of_nonneg` turns the vanishing sum into vanishing terms.

```lean
/-- Two levels of the full Hamiltonian coincide if each unperturbed level lies strictly
above both or strictly below both. -/
theorem level_unique_in_gap {d : n → ℝ} {t : ℝ} {v : n → ℂ} {E E' : ℝ}
    (hgap : ∀ k, 0 < (E - d k) * (E' - d k))
    (h : IsLevel d t v E) (h' : IsLevel d t v E') : E = E' := by
  have h1 : ∀ k, E - d k ≠ 0 := fun k => left_ne_zero_of_mul (hgap k).ne'
  have h2 : ∀ k, E' - d k ≠ 0 := fun k => right_ne_zero_of_mul (hgap k).ne'
  have e1 := (isLevel_iff_secular d t v E fun k => sub_ne_zero.1 (h1 k)).1.1 h
  have e2 := (isLevel_iff_secular d t v E' fun k => sub_ne_zero.1 (h2 k)).1.1 h'
  -- the difference of the two Green functions is `E' - E` times a sum of one sign
  have hdiff : green d v E - green d v E' =
      (E' - E) * ∑ k, ‖v k‖ ^ 2 / ((E - d k) * (E' - d k)) := by
    unfold green
    rw [← Finset.sum_sub_distrib, Finset.mul_sum]
    refine Finset.sum_congr rfl fun k _ => ?_
    rw [div_sub_div _ _ (h1 k) (h2 k), ← mul_div_assoc]
    congr 1
    ring
  have ht : t ≠ 0 := left_ne_zero_of_mul (e1.trans_ne one_ne_zero)
  have hG : green d v E = green d v E' := mul_left_cancel₀ ht (e1.trans e2.symm)
  rw [hG, sub_self] at hdiff
  rcases mul_eq_zero.1 hdiff.symm with h0 | h0
  · linarith
  · -- a vanishing sum would switch off the coupling altogether
    exfalso
    have hz := (Finset.sum_eq_zero_iff_of_nonneg
      (fun k _ => div_nonneg (sq_nonneg ‖v k‖) (hgap k).le)).1 h0
    have hg : green d v E = 0 := by
      refine Finset.sum_eq_zero fun k hk => ?_
      rcases div_eq_zero_iff.1 (hz k hk) with h3 | h3
      · rw [h3, zero_div]
      · exact absurd h3 (hgap k).ne'
    rw [hg, mul_zero] at e1
    exact zero_ne_one e1
```

The gap condition matters: in the two-level example with $t=3/4$, the levels $2$ and $-1/2$ differ, and the unperturbed level $1$ lies between them. The theorem gives an upper bound on the number of levels in a gap and does not promise that one is there. The same example has none below $-1$.

## A level below the spectrum needs attraction

Suppose that a level $E$ lies below every $d_k$. All denominators $E-d_k$ are then negative, so $G(E)\le0$. If $t\ge0$ held, the product $t\,G(E)$ would be at most zero and could not equal $1$. Hence $t<0$.

The proof bounds the sum with `Finset.sum_nonpos`, assumes that $t$ is not negative, and lets `nlinarith` find the contradiction from $t\cdot(-G(E))\ge0$.

```lean
/-- If the full Hamiltonian has a level below all unperturbed levels, the impurity
strength `t` is negative. -/
theorem attractive_of_level_below {d : n → ℝ} {t : ℝ} {v : n → ℂ} {E : ℝ}
    (hE : ∀ k, E < d k) (h : IsLevel d t v E) : t < 0 := by
  have e := (isLevel_iff_secular d t v E fun k => (hE k).ne).1.1 h
  have hG : green d v E ≤ 0 := by
    refine Finset.sum_nonpos fun k _ => ?_
    rw [div_eq_mul_inv]
    exact mul_nonpos_iff.2
      (Or.inl ⟨sq_nonneg _, inv_nonpos.2 (sub_nonpos.2 (hE k).le)⟩)
  by_contra ht
  nlinarith [mul_nonneg (not_lt.1 ht) (neg_nonneg.2 hG)]

end

end RankOneImpurity
```

The converse is false. With $d=(0,1)$, $v=(0,1)$ and $t=-1/2$, the full Hamiltonian has the levels $0$ and $1/2$. The impurity is attractive, but it does not couple to the lowest level and is too weak to pull the other level below $0$.

```lean
#print axioms RankOneImpurity.isLevel_iff_secular
#print axioms RankOneImpurity.hasDerivAt_green
#print axioms RankOneImpurity.level_unique_in_gap
#print axioms RankOneImpurity.attractive_of_level_below
```

```
'RankOneImpurity.isLevel_iff_secular' depends on axioms: [propext, Classical.choice, Quot.sound]
'RankOneImpurity.hasDerivAt_green' depends on axioms: [propext, Classical.choice, Quot.sound]
'RankOneImpurity.level_unique_in_gap' depends on axioms: [propext, Classical.choice, Quot.sound]
'RankOneImpurity.attractive_of_level_below' depends on axioms: [propext, Classical.choice, Quot.sound]
```
